# An electron number is stable at some Fermi level exactly when no transition level from fewer electrons lies above one to more electrons

Each electron number `q` in a finite set `S` of integers has a fixed real energy E_q, and at Fermi level μ the states are compared by E_q − qμ; a state is stable if none in `S` is lower, ties allowed. The theorem `exists_stable_iff` says that a given `q` in `S` is stable at some real μ if and only if (E_q − E_p)/(q − p) ≤ (E_r − E_q)/(r − q) for all p < q < r in `S`. From left to right, the proof uses the fact that a Fermi level at which `q` is stable lies between these two transition levels. From right to left it has to supply a Fermi level: the highest transition level from a state with fewer electrons if there is such a state, and otherwise a value at or below every transition level to a state with more.

Lean 4 with Mathlib refuses this proof:

```lean
import Mathlib

open Finset

namespace ExistsStableIff

noncomputable section

/-- The energy `E_q - q μ` of the state with `q` electrons at Fermi level `μ`. -/
def grandEnergy (E : ℤ → ℝ) (μ : ℝ) (q : ℤ) : ℝ := E q - q * μ

/-- The transition level `(E_q - E_p) / (q - p)` between two distinct electron
numbers `p ≠ q`. -/
def level (E : ℤ → ℝ) (p q : ℤ) : ℝ := (E q - E p) / ((q : ℝ) - p)

/-- The state `q` belongs to the set `S` and has the lowest energy `E_q - q μ` in `S`
at Fermi level `μ`, ties allowed. -/
def IsStable (S : Finset ℤ) (E : ℤ → ℝ) (μ : ℝ) (q : ℤ) : Prop :=
  q ∈ S ∧ ∀ p ∈ S, grandEnergy E μ q ≤ grandEnergy E μ p

/-- For `p < q`, the Fermi level is at or above the transition level exactly when the
state with more electrons is at least as low in energy. -/
theorem level_le_iff {E : ℤ → ℝ} {μ : ℝ} {p q : ℤ} (h : p < q) :
    level E p q ≤ μ ↔ grandEnergy E μ q ≤ grandEnergy E μ p := by
  have h' : (0 : ℝ) < (q : ℝ) - p := sub_pos.2 (by exact_mod_cast h)
  unfold level grandEnergy
  rw [div_le_iff₀ h']
  constructor <;> intro H <;> linarith

/-- For `p < q`, the Fermi level is at or below the transition level exactly when the
state with fewer electrons is at least as low in energy. -/
theorem le_level_iff {E : ℤ → ℝ} {μ : ℝ} {p q : ℤ} (h : p < q) :
    μ ≤ level E p q ↔ grandEnergy E μ p ≤ grandEnergy E μ q := by
  have h' : (0 : ℝ) < (q : ℝ) - p := sub_pos.2 (by exact_mod_cast h)
  unfold level grandEnergy
  rw [le_div_iff₀ h']
  constructor <;> intro H <;> linarith

/-- A state `q` of `S` is stable at `μ` exactly when `μ` lies at or above every transition
level from a state with fewer electrons and at or below every level to one with more. -/
theorem stable_iff_window {S : Finset ℤ} {E : ℤ → ℝ} {μ : ℝ} {q : ℤ} (hq : q ∈ S) :
    IsStable S E μ q ↔
      (∀ p ∈ S, p < q → level E p q ≤ μ) ∧ (∀ r ∈ S, q < r → μ ≤ level E q r) := by
  constructor
  · intro h
    exact ⟨fun p hp hpq => (level_le_iff hpq).2 (h.2 p hp),
      fun r hr hqr => (le_level_iff hqr).2 (h.2 r hr)⟩
  · rintro ⟨hlo, hhi⟩
    refine ⟨hq, fun p hp => ?_⟩
    rcases lt_trichotomy p q with h | h | h
    · exact (level_le_iff h).1 (hlo p hp h)
    · rw [h]
    · exact (le_level_iff h).1 (hhi p hp h)

/-- A state `q` of a finite set `S` is stable at some Fermi level if and only if
`(E_q - E_p)/(q - p) ≤ (E_r - E_q)/(r - q)` for all `p < q < r` in `S`. -/
theorem exists_stable_iff {S : Finset ℤ} {E : ℤ → ℝ} {q : ℤ} (hq : q ∈ S) :
    (∃ μ : ℝ, IsStable S E μ q) ↔
      ∀ p ∈ S, ∀ r ∈ S, p < q → q < r → level E p q ≤ level E q r := by
  constructor
  · rintro ⟨μ, hμ⟩ p hp r hr hpq hqr
    have hw := (stable_iff_window hq).1 hμ
    exact (hw.1 p hp hpq).trans (hw.2 r hr hqr)
  · intro h
    by_cases hL : (S.filter (fun p => p < q)).Nonempty
    · -- place the Fermi level at the highest transition level from below
      obtain ⟨p₀, hp₀, hmax⟩ := Finset.exists_max_image _ (fun p => level E p q) hL
      have hp₀' := Finset.mem_filter.1 hp₀
      exact ⟨level E p₀ q, (stable_iff_window hq).2
        ⟨fun p hp hpq => hmax p (Finset.mem_filter.2 ⟨hp, hpq⟩),
          fun r hr hqr => h p₀ hp₀'.1 r hr hp₀'.2 hqr⟩⟩
    · -- no state has fewer electrons: any sufficiently low Fermi level works
      obtain ⟨μ, hμ⟩ := Finset.exists_le (S.image (level E q))
      exact ⟨μ, (stable_iff_window hq).2
        ⟨fun p hp hpq => absurd ⟨p, Finset.mem_filter.2 ⟨hp, hpq⟩⟩ hL,
          fun r hr _ => hμ _ (Finset.mem_image_of_mem _ hr)⟩⟩

end

end ExistsStableIff
```

Messages:

```
Main.lean:76:24: error: Type mismatch
  hμ (level E q r) (mem_image_of_mem (level E q) hr)
has type
  level E q r ≤ μ
but is expected to have type
  μ ≤ level E q r
```

Diagnosis. The error is in the last case, where `S` has no state with fewer electrons than `q`. The proof needs a μ at or below every `level E q r`, but `Finset.exists_le` supplies an upper bound: a μ with every element of the finset `≤ μ`. So `hμ` gives `level E q r ≤ μ`, while the goal is `μ ≤ level E q r`, and Lean reports a type mismatch.

The repair takes μ from `bddBelow`, which says that a finset, viewed as a set, has a lower bound. Now `hμ` gives the inequality in the direction required.

The change in the last line follows from the new form of `hμ`. The element is now an implicit argument, so the `_` after `hμ` goes, and the membership proof is about the finset viewed as a set, which `Finset.mem_coe.2` provides from membership in the finset itself.

Lean accepts the file once it reads:

```diff
@@ -71,8 +71,8 @@
           fun r hr hqr => h p₀ hp₀'.1 r hr hp₀'.2 hqr⟩⟩
     · -- no state has fewer electrons: any sufficiently low Fermi level works
-      obtain ⟨μ, hμ⟩ := Finset.exists_le (S.image (level E q))
+      obtain ⟨μ, hμ⟩ := (S.image (level E q)).bddBelow
       exact ⟨μ, (stable_iff_window hq).2
         ⟨fun p hp hpq => absurd ⟨p, Finset.mem_filter.2 ⟨hp, hpq⟩⟩ hL,
-          fun r hr _ => hμ _ (Finset.mem_image_of_mem _ hr)⟩⟩
+          fun r hr _ => hμ (Finset.mem_coe.2 (Finset.mem_image_of_mem _ hr))⟩⟩
 
 end
```
